# A gapped SSH chain has a finite-range flattened hopping exactly when one of its two amplitudes vanishes

Suppose you flatten the two bands of a Su–Schrieffer–Heeger (SSH) chain and store the result as a table of real-space hoppings, cut off at ten cells. The table misses the flattened hopping at some momenta. You may look for a bug, or raise the cut-off to twenty cells and then to forty, expecting the error to reach zero. If the chain is gapped and both of its amplitudes are nonzero, a long enough table makes the error as small as you like, but never zero. The problems below prove that no finite table reproduces the flattened hopping of such a chain at every momentum.

## The chain and its flattened hopping

The chain has two sites per cell, an amplitude $v$ within the cell and an amplitude $w$ between neighbouring cells. With the lattice constant set to one, its Bloch Hamiltonian is the $2\times2$ matrix with zero diagonal and off-diagonal entries $h(k)$ and $h(k)^*$, where $h(k)=v+we^{ik}$. The bands are $\pm|h(k)|$. Flattening replaces $h$ by $h/|h|$, which moves the bands to $\pm1$ and keeps the eigenvectors.

```lean
import Mathlib

open Polynomial ComplexConjugate

noncomputable section

namespace SSHFlattening
```

Write $z=e^{ik}$. In Lean this phase is called `bloch k`; the name stands for the phase factor and not for a Bloch state.

```lean
/-- The Bloch phase `exp(ik)` at crystal momentum `k`. -/
def bloch (k : ℝ) : ℂ := Complex.exp (k * Complex.I)
```

The function $h$ is `hop v w`. Both amplitudes may be complex, so the usual real SSH chain is a special case.

```lean
/-- The SSH hopping function `h(k) = v + w exp(ik)` with intracell amplitude `v` and
intercell amplitude `w`. -/
def hop (v w : ℂ) (k : ℝ) : ℂ := v + w * bloch k
```

A hopping over $n$ cells contributes a term $c_n z^n$, with $n$ negative for hops in the other direction. Finite range therefore means that finitely many such terms suffice, with coefficients that don't depend on $k$. In `FiniteRange` the finite set `S` lists the displacements and `c` gives the coefficients.

```lean
/-- A function of momentum has finite range if it is a finite trigonometric polynomial,
that is, a finite sum of terms `c n * exp(ikn)` with integer `n`. -/
def FiniteRange (f : ℝ → ℂ) : Prop :=
  ∃ (S : Finset ℤ) (c : ℤ → ℂ), ∀ k, f k = ∑ n ∈ S, c n * bloch k ^ n
```

The equation in `FiniteRange` must hold for every real $k$, which describes an infinite chain. On a ring of $L$ cells only $L$ momenta occur, and any function on them is a finite sum of harmonics.

```lean
/-- The flattened hopping `h(k)/|h(k)|`, meaningful where `h(k) ≠ 0`. -/
def flatHop (v w : ℂ) (k : ℝ) : ℂ := hop v w k / (‖hop v w k‖ : ℂ)
```

Lean works with the scalar functions `hop` and `flatHop`. The step from them to the $2\times2$ Hamiltonian is the matrix form described above, which enters as physics and not as a hypothesis.

## (a) The Bloch phase lies on the unit circle

**Task.** Show that for every real $k$
$$|e^{ik}|=1.$$

**Solution.** Since $e^{ik}=\cos k+i\sin k$, we have $|e^{ik}|^2=\cos^2k+\sin^2k=1$, and a modulus is not negative.

```lean
/-- The Bloch phase has modulus one. -/
theorem norm_bloch (k : ℝ) : ‖bloch k‖ = 1 :=
  Complex.norm_exp_ofReal_mul_I k
```

Mathlib has this fact already, and `norm_bloch` restates it for `bloch`.

## (b) From integer powers to an ordinary polynomial

**Task.** Let $f$ have finite range. Find a natural number $N$ and an ordinary polynomial $P$ with complex coefficients such that for all $k$
$$f(k)\,z^N=P(z).$$

**Solution.** Let $f(k)=\sum_{n\in S}c_nz^n$ and take $N=\sum_{m\in S}|m|$. Each $n\in S$ satisfies $|n|\le N$, so $n+N\ge0$. Hence
$$f(k)\,z^N=\sum_{n\in S}c_nz^{n+N}$$
contains no negative powers, and $P(X)=\sum_{n\in S}c_nX^{n+N}$ does what is asked.

```lean
/-- A finite-range function becomes an ordinary polynomial in `exp(ik)` after
multiplication by a suitable power of `exp(ik)`. -/
theorem exists_polynomial {f : ℝ → ℂ} (hf : FiniteRange f) :
    ∃ (N : ℕ) (P : ℂ[X]), ∀ k, f k * bloch k ^ N = P.eval (bloch k) := by
  obtain ⟨S, c, hc⟩ := hf
  refine ⟨∑ m ∈ S, m.natAbs,
    ∑ n ∈ S, C (c n) * X ^ (n + ((∑ m ∈ S, m.natAbs : ℕ) : ℤ)).toNat, fun k => ?_⟩
  rw [hc, Finset.sum_mul, Polynomial.eval_finsetSum]
  apply Finset.sum_congr rfl
  intro n hn
  have hle : n.natAbs ≤ ∑ m ∈ S, m.natAbs :=
    Finset.single_le_sum (f := fun m : ℤ => m.natAbs) (fun _ _ => Nat.zero_le _) hn
  generalize (∑ m ∈ S, m.natAbs) = N at hle ⊢
  -- the shift by `N` makes every exponent nonnegative
  have hN : ((n + (N : ℤ)).toNat : ℤ) = n + N := Int.toNat_of_nonneg (by omega)
  have hz : bloch k ≠ 0 := Complex.exp_ne_zero _
  simp only [eval_mul, eval_C, eval_pow, eval_X]
  rw [← zpow_natCast (bloch k) (n + (N : ℤ)).toNat, hN, zpow_add₀ hz, zpow_natCast,
    mul_assoc]
```

The statement says that one pair `N`, `P` serves all momenta. The proof supplies the same $N$ and $P$ as above and compares the sums term by term. `hle` is the bound $|n|\le N$, and `hN` says that converting $n+N$ to a natural number leaves its value unchanged. Splitting $z^{n+N}$ into $z^nz^N$ for integer exponents uses $z\neq0$.

## (c) Agreement on the circle is agreement everywhere

**Task.** Let $P$ and $Q$ be polynomials with $P(e^{ik})=Q(e^{ik})$ for all real $k$. Show that
$$P=Q.$$

**Solution.** On $[0,\pi]$ the cosine is injective. Two momenta in this interval with the same phase have the same real part $\cos k$, so they are equal. The phases therefore take infinitely many values, and $P-Q$ vanishes at all of them. A nonzero polynomial has only finitely many roots, so $P-Q=0$.

```lean
/-- Two polynomials that agree at every Bloch phase are equal. -/
theorem eq_of_eval_bloch {P Q : ℂ[X]} (h : ∀ k, P.eval (bloch k) = Q.eval (bloch k)) :
    P = Q := by
  have hinj : Set.InjOn bloch (Set.Icc 0 Real.pi) := by
    intro x hx y hy hxy
    apply Real.injOn_cos hx hy
    have h2 := congrArg Complex.re hxy
    simpa only [bloch, Complex.exp_ofReal_mul_I_re] using h2
  apply Polynomial.eq_of_infinite_eval_eq
  apply ((Set.Icc_infinite Real.pi_pos).image hinj).mono
  rintro _ ⟨k, _, rfl⟩
  exact h k
```

`hinj` is the injectivity on $[0,\pi]$, obtained by taking real parts. The remaining lines pass from an infinite interval to an infinite set of phases, and from there to equality of the polynomials.

## (d) Squaring removes the modulus

**Task.** Fix $k$ and let $f$ be a complex number with $f\,|h(k)|=h(k)$. Show that
$$f^2\,(v^*z+w^*)=z\,h(k).$$

**Solution.** By (a), $zz^*=1$, so
$$z\,h(k)^*=z\,(v^*+w^*z^*)=v^*z+w^*.$$
The claim becomes $f^2\,z\,h^*=z\,h$. If $h=0$, both sides vanish. If $h\neq0$, multiply the left side by $h$:
$$f^2\,z\,h^*h=z\,f^2|h|^2=z\,(f|h|)^2=z\,h^2.$$
Dividing by $h$ gives the claim.

```lean
/-- If `f |h(k)| = h(k)`, then squaring removes the modulus:
`f² (v* exp(ik) + w*) = exp(ik) h(k)`, where the star is complex conjugation. -/
theorem phase_sq {v w f : ℂ} {k : ℝ} (hf : f * (‖hop v w k‖ : ℂ) = hop v w k) :
    f ^ 2 * (conj v * bloch k + conj w) = bloch k * hop v w k := by
  have hz : bloch k * conj (bloch k) = 1 := by
    rw [Complex.mul_conj, Complex.normSq_eq_norm_sq, norm_bloch]
    norm_num
  have hc : conj v * bloch k + conj w = bloch k * conj (hop v w k) := by
    simp only [hop, map_add, map_mul]
    linear_combination (-(conj w)) * hz
  rw [hc]
  by_cases h0 : hop v w k = 0
  · simp [h0]
  · have hn : hop v w k * conj (hop v w k) = (‖hop v w k‖ : ℂ) ^ 2 := by
      rw [Complex.mul_conj, Complex.normSq_eq_norm_sq, Complex.ofReal_pow]
    apply mul_right_cancel₀ h0
    linear_combination bloch k * f ^ 2 * hn +
      bloch k * (f * (‖hop v w k‖ : ℂ) + hop v w k) * hf
```

Here `f` is a single number, whereas in (b) and (e) it is a function of momentum. `hz` is $zz^*=1$, `hc` is the first display of the solution, and `hn` is $hh^*=|h|^2$. The last `linear_combination` combines `hn` with the assumption `hf`, where $(f|h|+h)(f|h|-h)=f^2|h|^2-h^2$ turns the assumption into its square.

## (e) Parity of degrees

**Task.** Show that a finite-range function $f$ with
$$f(k)\,|h(k)|=h(k)\quad\text{for all }k$$
exists if and only if $vw=0$.

**Solution.** Suppose that such an $f$ exists and that $v$ and $w$ are both nonzero. Take $N$ and $P$ from (b). Multiplying the equation of (d) by $z^{2N}$ gives
$$P(z)^2\,(v^*z+w^*)=z^{2N+1}(wz+v)$$
at every Bloch phase. By (c) it is an identity between polynomials. The right side is not zero, so $P\neq0$ and degrees may be added:
$$2\deg P+1=(2N+1)+1=2N+2.$$
The left side is odd and the right side is even, which is a contradiction. Hence $vw=0$.

Conversely, let $vw=0$.

- If $v=0$ and $w\neq0$, then $h=wz$ and $|h|=|w|$, and $f(k)=(w/|w|)\,z$ works.
- If $w=0$ and $v\neq0$, then $h=v$, and the constant $f(k)=v/|v|$ works.
- If both vanish, then $h=0$, and $f=0$ works.

```lean
/-- For any complex amplitudes, a finite-range `f` with `h(k) = f(k) |h(k)|` at all momenta
exists if and only if `v w = 0`. -/
theorem finiteRange_phase_iff (v w : ℂ) :
    (∃ f, FiniteRange f ∧ ∀ k, f k * (‖hop v w k‖ : ℂ) = hop v w k) ↔ v * w = 0 := by
  constructor
  · rintro ⟨f, hf, hph⟩
    by_contra hvw
    have hv : conj v ≠ 0 := (_root_.map_ne_zero _).2 (left_ne_zero_of_mul hvw)
    have hw : w ≠ 0 := right_ne_zero_of_mul hvw
    obtain ⟨N, P, hP⟩ := exists_polynomial hf
    have key : P ^ 2 * (C (conj v) * X + C (conj w)) =
        X ^ (2 * N + 1) * (C w * X + C v) := by
      apply eq_of_eval_bloch
      intro k
      have h1 := phase_sq (hph k)
      simp only [eval_mul, eval_add, eval_C, eval_pow, eval_X]
      rw [← hP k]
      simp only [hop] at h1
      linear_combination (bloch k ^ (2 * N)) * h1
    -- compare degrees: odd on the left, even on the right
    have d1 : (C (conj v) * X + C (conj w)).natDegree = 1 := natDegree_linear hv
    have d2 : (C w * X + C v).natDegree = 1 := natDegree_linear hw
    have n1 : C (conj v) * X + C (conj w) ≠ 0 := by
      intro h
      rw [h] at d1
      simp at d1
    have n2 : C w * X + C v ≠ 0 := by
      intro h
      rw [h] at d2
      simp at d2
    have nX : (X : ℂ[X]) ^ (2 * N + 1) ≠ 0 := pow_ne_zero _ X_ne_zero
    have nP : P ≠ 0 := by
      intro h
      exact mul_ne_zero nX n2 (by rw [← key, h]; simp)
    have hd := congrArg natDegree key
    rw [natDegree_mul (pow_ne_zero 2 nP) n1, natDegree_mul nX n2, natDegree_pow,
      natDegree_X_pow, d1, d2] at hd
    omega
  · intro h
    have hu : ∀ u : ℂ, u / (‖u‖ : ℂ) * (‖u‖ : ℂ) = u := by
      intro u
      by_cases h0 : u = 0
      · simp [h0]
      · exact div_mul_cancel₀ _ (Complex.ofReal_ne_zero.2 (norm_ne_zero_iff.2 h0))
    -- a single harmonic suffices in each dimerised limit
    rcases mul_eq_zero.1 h with rfl | rfl
    · refine ⟨fun k => w / (‖w‖ : ℂ) * bloch k,
        ⟨{1}, fun _ => w / (‖w‖ : ℂ), fun k => by simp⟩, fun k => ?_⟩
      simp only [hop, zero_add, norm_mul, norm_bloch, mul_one]
      linear_combination bloch k * hu w
    · refine ⟨fun _ => v / (‖v‖ : ℂ),
        ⟨{0}, fun _ => v / (‖v‖ : ℂ), fun k => by simp⟩, fun k => ?_⟩
      simp only [hop, zero_mul, add_zero]
      exact hu v
```

The statement contains no division and no gap condition, so it includes the critical chain with $|v|=|w|$. In the proof, `key` is the polynomial identity. `d1` and `d2` give degree one to the two linear factors; the first needs $v\neq0$ and the second $w\neq0$. The facts `n1`, `n2`, `nX` and `nP` say that no factor is zero, which the addition of degrees requires, and `omega` finds the parity contradiction. In the converse, `hu` states $(u/|u|)\,|u|=u$, and the sets `{1}` and `{0}` name the single harmonic that is used.

## (f) The quotient in a gapped chain

**Task.** Let $|v|\neq|w|$. Show that $h(k)\neq0$ for all $k$, and that
$$\frac{v+we^{ik}}{|v+we^{ik}|}\ \text{has finite range}\iff vw=0.$$

**Solution.** If $h(k)=0$ for some $k$, then $v=-wz$, and (a) gives $|v|=|w|$, against the assumption. So $|h(k)|$ is never zero, and $f|h|=h$ holds for all $k$ exactly when $f=h/|h|$. The function sought in (e) is therefore the flattened hopping itself, and (e) gives the equivalence.

```lean
/-- If `|v| ≠ |w|`, the hopping function vanishes nowhere, and the flattened hopping
`h(k)/|h(k)|` is a finite trigonometric polynomial if and only if `v w = 0`. -/
theorem flatHop_finiteRange_iff {v w : ℂ} (hgap : ‖v‖ ≠ ‖w‖) :
    (∀ k, hop v w k ≠ 0) ∧ (FiniteRange (flatHop v w) ↔ v * w = 0) := by
  have hne : ∀ k, hop v w k ≠ 0 := by
    intro k h
    apply hgap
    rw [eq_neg_of_add_eq_zero_left h, norm_neg, norm_mul, norm_bloch, mul_one]
  have hn : ∀ k, (‖hop v w k‖ : ℂ) ≠ 0 := fun k =>
    Complex.ofReal_ne_zero.2 (norm_ne_zero_iff.2 (hne k))
  refine ⟨hne, ?_⟩
  rw [← finiteRange_phase_iff]
  constructor
  · intro h
    exact ⟨flatHop v w, h, fun k => div_mul_cancel₀ _ (hn k)⟩
  · rintro ⟨f, hf, hph⟩
    have hfe : f = flatHop v w := funext fun k => (eq_div_iff (hn k)).2 (hph k)
    rwa [← hfe]


end SSHFlattening
```

```lean
#print axioms SSHFlattening.flatHop_finiteRange_iff
-- 'SSHFlattening.flatHop_finiteRange_iff' depends on axioms: [propext, Classical.choice, Quot.sound]
```

The hypothesis `hgap` is $|v|\neq|w|$, the condition for an open gap between the bands $\pm|h|$. The theorem has two conclusions: `hop v w k` vanishes nowhere, so that `flatHop` is a true quotient at every momentum, and `flatHop v w` has finite range exactly when $vw=0$. In the proof, `hne` is the first conclusion, and `hfe` identifies any solution $f$ of (e) with `flatHop v w`.

In a gapped chain $v$ and $w$ can't both be zero, so $vw=0$ leaves the two fully dimerised limits, where the bands are flat from the start. The theorem gives no rate at which the flattened hoppings decay with distance and no error for a given cut-off.

For electronic structure this concerns the one-particle density matrix: in the ground state of the infinite, non-interacting, half-filled SSH chain its inter-sublattice element at momentum $k$ is $-\tfrac12h(k)/|h(k)|$ for each spin, so with a gap and two nonzero amplitudes any finite cut-off of it is an approximation.

## The chain with amplitudes 4 and 3

Take $v=4$ and $w=3$. At four momenta the flattened hopping is easy to evaluate:

| $k$ | $h(k)$ | $h(k)/\lvert h(k)\rvert$ |
|---|---|---|
| $0$ | $7$ | $1$ |
| $\pi/2$ | $4+3i$ | $0.8+0.6i$ |
| $\pi$ | $1$ | $1$ |
| $3\pi/2$ | $4-3i$ | $0.8-0.6i$ |

Try to match these values with hoppings of range one, $f(k)=c_{-1}z^{-1}+c_0+c_1z$. The terms with $c_{\pm1}$ change sign when $k$ grows by $\pi$, so the average of $f(k)$ and $f(k+\pi)$ is always $c_0$. The momenta $0$ and $\pi$ give $c_0=1$, while $\pi/2$ and $3\pi/2$ give $c_0=0.8$. Range one fails, and (f) says that every longer finite range fails too.

The equation of (d) can be checked at $k=\pi/2$, where $z=i$ and $f^2=(7+24i)/25$. The left side is $(7+24i)(3+4i)/25=-3+4i$, and the right side is $i(4+3i)=-3+4i$.

## Hopping to a more distant cell

As an exercise, let the second amplitude connect cells $r$ apart, with $r$ odd and positive, so that $h(k)=v+we^{ikr}$. The steps of (d) and (e) then lead to
$$P(z)^2\,(v^*z^r+w^*)=z^{2N+r}(wz^r+v).$$
For nonzero $v$ and $w$ the degrees are $2\deg P+r$, which is odd, and $2N+2r$, which is even. The same obstruction appears. For even $r$ both degrees are even, and this count decides nothing.
